# Two absorption peaks for every control strength, poles split in frequency only for W > g: a Lambda system with resonant control and no lower-state dephasing

A weak probe laser excites an atom from its ground state to a decaying level, while a control laser couples that level to a second, long-lived lower state. The probe spectrum can then show two absorption peaks with a transparent point between them. Do two peaks mean that there are two resonances at different frequencies?

Let a be the excited amplitude, b the amplitude of the second lower state, and p the probe drive. The control has Rabi frequency W > 0 and is resonant, so d is both the probe and the two-photon detuning. The excited amplitude decays at rate g > 0, hence its population at 2g. To first order in the probe, in the rotating frame, the steady state obeys

(d + ig)a + (W/2)b + p = 0
d b + (W/2)a = 0.

These equations are the physical input and are not derived here. They treat one three-level atom without Doppler broadening, and the missing damping term in the second one idealises the lower state as free of dephasing.

In Lean 4 with Mathlib:

```lean
import Mathlib

open Complex Filter Topology

namespace LambdaSusceptibility

noncomputable section
```

## From the amplitude equations to χ

Multiply the first equation by d, the second by W/2, and subtract. This eliminates b and leaves a D(d) = d p, where

D(z) = W²/4 − z² − igz.

The detuning is allowed to be a complex number z, because the poles lie off the real axis.

```lean
/-- The resonance denominator of a Lambda system with excited-state amplitude decay rate `g` and
control Rabi frequency `W`, at complex detuning `z`. -/
def chiDenom (g W : ℝ) (z : ℂ) : ℂ := (W : ℂ) ^ 2 / 4 - z ^ 2 - I * g * z
```

Hence a = χ(d) p, with χ(z) = z/D(z).

```lean
/-- The probe susceptibility of the Lambda system at complex detuning `z`, up to a constant
prefactor. -/
def chi (g W : ℝ) (z : ℂ) : ℂ := z / chiDenom g W z
```

A pole is a point z where |χ(w)| → ∞ as w → z with w ≠ z. The value assigned to χ at z itself plays no part.

```lean
/-- A response function has a pole at `z` if its modulus grows without bound as `z` is
approached. -/
def IsPole (f : ℂ → ℂ) (z : ℂ) : Prop := Tendsto (fun w => ‖f w‖) (𝓝[≠] z) atTop
```

For real d, the real part of D is W²/4 − d² and the imaginary part is −gd.

```lean
/-- At real detuning the denominator splits into a dispersive real part and a dissipative
imaginary part. -/
theorem chiDenom_ofReal (g W d : ℝ) :
    chiDenom g W d = ((W ^ 2 / 4 - d ^ 2 : ℝ) : ℂ) + ((-(g * d) : ℝ) : ℂ) * I := by
  unfold chiDenom
  push_cast
  ring
```

If both parts vanish, the second gives d = 0, and the first then reads W²/4 = 0, contradicting W > 0. The response is therefore finite at every real detuning.

```lean
/-- The resonance denominator does not vanish at any real detuning. -/
theorem chiDenom_ne_zero {g W : ℝ} (hg : 0 < g) (hW : 0 < W) (d : ℝ) :
    chiDenom g W d ≠ 0 := by
  intro h
  rw [chiDenom_ofReal] at h
  have h1 := congrArg Complex.re h
  have h2 := congrArg Complex.im h
  simp only [add_re, add_im, mul_re, mul_im, ofReal_re, ofReal_im, I_re, I_im,
    zero_re, zero_im] at h1 h2
  have h3 : g * d = 0 := by linarith
  have hd : d = 0 := (mul_eq_zero.mp h3).resolve_left hg.ne'
  rw [hd] at h1
  nlinarith [pow_pos hW 2]
```

The elimination can now be checked in both directions. The other amplitude follows from W/2 times the first equation minus (d + ig) times the second: b = −(W/2)p/D(d). In the proof, `linear_combination` carries these same multipliers. For the converse, each equation is multiplied by D(d), which is then cancelled.

A code that scans the detuning can solve this 2×2 system at each d. Solving the second equation for b first would divide by d and fail at the transparent point; the form d/D(d) does not.

```lean
/-- For a probe drive `p`, the steady-state equations for the excited amplitude `a` and the
lower-state amplitude `b` have exactly one solution, and in it `a` is the susceptibility
times `p`. -/
theorem steady_state_iff {g W : ℝ} (hg : 0 < g) (hW : 0 < W) (d : ℝ) (p a b : ℂ) :
    (((d : ℂ) + I * g) * a + (W : ℂ) / 2 * b + p = 0 ∧ (d : ℂ) * b + (W : ℂ) / 2 * a = 0) ↔
      a = chi g W d * p ∧ b = -((W : ℂ) / 2) * p / chiDenom g W d := by
  have hD := chiDenom_ne_zero hg hW d
  have hE : chiDenom g W d = (W : ℂ) ^ 2 / 4 - (d : ℂ) ^ 2 - I * g * d := rfl
  have ka : a = chi g W d * p ↔ a * chiDenom g W d = d * p := by
    rw [chi, div_mul_eq_mul_div, eq_div_iff hD]
  rw [ka, eq_div_iff hD]
  constructor
  · -- eliminate one amplitude at a time
    rintro ⟨h1, h2⟩
    rw [hE]
    constructor
    · linear_combination (W : ℂ) / 2 * h2 - (d : ℂ) * h1
    · linear_combination (W : ℂ) / 2 * h1 - ((d : ℂ) + I * g) * h2
  · rintro ⟨ha, hb⟩
    constructor
    · apply mul_right_cancel₀ hD
      linear_combination ((d : ℂ) + I * g) * ha + (W : ℂ) / 2 * hb + p * hE
    · apply mul_right_cancel₀ hD
      linear_combination (d : ℂ) * hb + (W : ℂ) / 2 * ha
```

## The absorption profile

Absorption is proportional to Im χ. Multiplying numerator and denominator by the conjugate of D(d) gives

Im χ(d) = g d² / ((W²/4 − d²)² + g²d²).

```lean
/-- The absorption profile of the probe as an explicit function of the real detuning. -/
theorem chi_im (g W d : ℝ) :
    (chi g W d).im = g * d ^ 2 / ((W ^ 2 / 4 - d ^ 2) ^ 2 + g ^ 2 * d ^ 2) := by
  rw [chi, chiDenom_ofReal]
  simp only [div_im, normSq_apply, add_re, add_im, mul_re, mul_im, ofReal_re, ofReal_im,
    I_re, I_im]
  ring
```

The denominator, N, is positive, so Im χ ≥ 0, with equality only at d = 0. Moreover,

1/g − Im χ(d) = (W²/4 − d²)² / (g N) ≥ 0,

with equality exactly when d = ±W/2. The peak height does not depend on W.

```lean
/-- Probe absorption lies between `0` and `1/g`; it vanishes only at zero detuning and reaches
`1/g` exactly at the detunings `W/2` and `-W/2`. -/
theorem absorption_profile {g W : ℝ} (hg : 0 < g) (hW : 0 < W) (d : ℝ) :
    0 ≤ (chi g W d).im ∧ (chi g W d).im ≤ 1 / g ∧
      ((chi g W d).im = 0 ↔ d = 0) ∧
      ((chi g W d).im = 1 / g ↔ d = W / 2 ∨ d = -(W / 2)) := by
  have hD : 0 < (W ^ 2 / 4 - d ^ 2) ^ 2 + g ^ 2 * d ^ 2 := by
    by_cases hd : d = 0
    · have h : 0 < (W ^ 2 / 4) ^ 2 := by positivity
      rw [hd]
      nlinarith [h]
    · have h : 0 < g ^ 2 * d ^ 2 := by positivity
      nlinarith [sq_nonneg (W ^ 2 / 4 - d ^ 2)]
  rw [chi_im]
  refine ⟨div_nonneg (by positivity) hD.le, ?_, ?_, ?_⟩
  · rw [div_le_div_iff₀ hD hg]
    nlinarith [sq_nonneg (W ^ 2 / 4 - d ^ 2)]
  · rw [div_eq_zero_iff]
    constructor
    · rintro (h | h)
      · simpa [hg.ne'] using h
      · exact absurd h hD.ne'
    · intro h
      exact Or.inl (by rw [h]; ring)
  · rw [div_eq_div_iff hD.ne' hg.ne']
    constructor
    · -- the bound is saturated only if the dispersive part vanishes
      intro h
      have h1 : (W ^ 2 / 4 - d ^ 2) ^ 2 = 0 := by linear_combination (-1) * h
      have h2 : W ^ 2 / 4 - d ^ 2 = 0 := (pow_eq_zero_iff two_ne_zero).mp h1
      have h3 : (d - W / 2) * (d + W / 2) = 0 := by linear_combination (-1) * h2
      rcases mul_eq_zero.mp h3 with h4 | h4
      · left; linarith
      · right; linarith
    · rintro (h | h) <;> rw [h] <;> ring
```

## Where the poles lie

If D(z) ≠ 0, χ is continuous at z and |χ| has a finite limit there, so z is no pole. If D(z) = 0, then z ≠ 0, because D(0) = W²/4. For w near z,

D(w) = −(w − z)(w + z + ig),

so D(w)/w tends to 0 through nonzero values, and its inverse χ(w) grows without bound.

```lean
/-- The poles of the susceptibility are exactly the zeros of the resonance denominator. -/
theorem isPole_chi_iff (g : ℝ) {W : ℝ} (hW : 0 < W) (z : ℂ) :
    IsPole (chi g W) z ↔ chiDenom g W z = 0 := by
  have hc : Continuous (chiDenom g W) := by
    have h : Continuous (fun w : ℂ => (W : ℂ) ^ 2 / 4 - w ^ 2 - I * g * w) := by fun_prop
    exact h
  have hid : Tendsto (id : ℂ → ℂ) (𝓝 z) (𝓝 z) := tendsto_id
  constructor
  · -- away from the zeros the response is continuous, hence bounded nearby
    intro hp
    by_contra h
    have hp' : Tendsto (fun w => ‖chi g W w‖) (𝓝[≠] z) atTop := hp
    have t := Filter.Tendsto.div hid (hc.tendsto z) h
    exact not_tendsto_nhds_of_tendsto_atTop hp' _ ((t.mono_left nhdsWithin_le_nhds).norm)
  · intro h
    have hz : z ≠ 0 := by
      rintro rfl
      simp [chiDenom, hW.ne'] at h
    have ev : ∀ c : ℂ, ∀ᶠ w in 𝓝[≠] z, w ≠ c := by
      intro c
      by_cases hcz : z = c
      · rw [← hcz]
        exact self_mem_nhdsWithin
      · exact nhdsWithin_le_nhds (isOpen_ne.mem_nhds hcz)
    have t0 := (Filter.Tendsto.div (hc.tendsto z) hid hz).norm
    rw [h, zero_div, norm_zero] at t0
    -- the inverse response tends to zero through nonzero values
    have t : Tendsto (fun w => ‖chiDenom g W w / w‖) (𝓝[≠] z) (𝓝[>] 0) := by
      refine tendsto_nhdsWithin_iff.mpr ⟨t0.mono_left nhdsWithin_le_nhds, ?_⟩
      filter_upwards [ev 0, ev z, ev (-z - I * g)] with w h0 h1 h2
      have hw : chiDenom g W w ≠ 0 := by
        intro hw
        have h3 : (w - z) * (w - (-z - I * g)) = 0 := by
          unfold chiDenom at h hw
          linear_combination h - hw
        rcases mul_eq_zero.mp h3 with h4 | h4
        · exact h1 (sub_eq_zero.mp h4)
        · exact h2 (sub_eq_zero.mp h4)
      exact norm_pos_iff.mpr (div_ne_zero hw h0)
    have t1 := tendsto_inv_nhdsGT_zero.comp t
    refine t1.congr (fun w => ?_)
    show (‖chiDenom g W w / w‖)⁻¹ = ‖chi g W w‖
    rw [chi, ← norm_inv, inv_div]
```

Completing the square in D(z) = 0 gives (z + ig/2)² = (W² − g²)/4. With r any complex square root of W² − g²,

z = ±r/2 − ig/2.

These are also the eigenvalues of the matrix with rows (−ig, −W/2) and (−W/2, 0).

```lean
/-- The zeros of the resonance denominator, in terms of a complex square root `r` of
`W² - g²`. -/
theorem chiDenom_eq_zero_iff (g W : ℝ) (r z : ℂ) (hr : r ^ 2 = (W : ℂ) ^ 2 - (g : ℂ) ^ 2) :
    chiDenom g W z = 0 ↔
      z = r / 2 - I * ((g : ℂ) / 2) ∨ z = -(r / 2) - I * ((g : ℂ) / 2) := by
  have hf : chiDenom g W z =
      -((z - (r / 2 - I * ((g : ℂ) / 2))) * (z - (-(r / 2) - I * ((g : ℂ) / 2)))) := by
    unfold chiDenom
    linear_combination (-1 / 4) * hr + (g : ℂ) ^ 2 / 4 * I_sq
  rw [hf, neg_eq_zero, mul_eq_zero, sub_eq_zero, sub_eq_zero]
```

For g < W, r is real, and the poles sit at ±√(W² − g²)/2 − ig/2. Here Autler–Townes splitting means this separation of the poles in frequency; just above W = g it is still smaller than their width.

```lean
/-- For `g < W` the poles have real parts `±√(W² - g²)/2` and common imaginary part `-g/2`. -/
theorem poles_of_strong_control {g W : ℝ} (hg : 0 < g) (h : g < W) (z : ℂ) :
    IsPole (chi g W) z ↔
      z = (Real.sqrt (W ^ 2 - g ^ 2) : ℂ) / 2 - I * ((g : ℂ) / 2) ∨
      z = -((Real.sqrt (W ^ 2 - g ^ 2) : ℂ) / 2) - I * ((g : ℂ) / 2) := by
  have h0 : 0 ≤ W ^ 2 - g ^ 2 := by nlinarith
  rw [isPole_chi_iff g (hg.trans h)]
  exact chiDenom_eq_zero_iff g W _ z (by exact_mod_cast Real.sq_sqrt h0)
```

For W ≤ g, take r = i√(g² − W²). The poles are i(−g ± √(g² − W²))/2, and they coincide at −ig/2 when W = g. An eigenvalue routine can lose accuracy near that point, where the matrix is not diagonalisable.

```lean
/-- For `W ≤ g` the poles lie on the imaginary axis, at `(-g ± √(g² - W²))/2` times `i`. -/
theorem poles_of_weak_control {g W : ℝ} (hW : 0 < W) (h : W ≤ g) (z : ℂ) :
    IsPole (chi g W) z ↔
      z = I * ((-(g : ℂ) + (Real.sqrt (g ^ 2 - W ^ 2) : ℂ)) / 2) ∨
      z = I * ((-(g : ℂ) - (Real.sqrt (g ^ 2 - W ^ 2) : ℂ)) / 2) := by
  have h0 : 0 ≤ g ^ 2 - W ^ 2 := by nlinarith
  have hk : (Real.sqrt (g ^ 2 - W ^ 2) : ℂ) ^ 2 = (g : ℂ) ^ 2 - (W : ℂ) ^ 2 := by
    exact_mod_cast Real.sq_sqrt h0
  rw [isPole_chi_iff g hW, chiDenom_eq_zero_iff g W (I * (Real.sqrt (g ^ 2 - W ^ 2) : ℂ)) z
    (by linear_combination (Real.sqrt (g ^ 2 - W ^ 2) : ℂ) ^ 2 * I_sq - hk)]
  ring_nf
```

For g < W, the pole with the plus sign has positive real part; for W ≤ g, both real parts vanish. All poles are thus purely imaginary exactly when W ≤ g.

```lean
/-- All poles of the susceptibility are purely imaginary if and only if the control Rabi frequency
`W` does not exceed the amplitude decay rate `g`. -/
theorem poles_imaginary_iff {g W : ℝ} (hg : 0 < g) (hW : 0 < W) :
    (∀ z, IsPole (chi g W) z → z.re = 0) ↔ W ≤ g := by
  constructor
  · intro h
    by_contra hlt
    have hlt' : g < W := not_le.mp hlt
    have hre : ∀ s : ℝ, ((s : ℂ) / 2 - I * ((g : ℂ) / 2)).re = s / 2 := by
      intro s
      simp
    have h1 := h _ ((poles_of_strong_control hg hlt' _).mpr (Or.inl rfl))
    rw [hre] at h1
    have h2 : 0 < Real.sqrt (W ^ 2 - g ^ 2) := Real.sqrt_pos.mpr (by nlinarith)
    linarith
  · intro h z hz
    rcases (poles_of_weak_control hW h z).mp hz with h1 | h1 <;> rw [h1] <;> simp

end

end LambdaSusceptibility
```

So the answer to the opening question is no: in this weak-probe model without lower-state dephasing, the peaks at ±W/2 are present for every W > 0, including W ≤ g, where both poles have zero real part. In electromagnetically induced transparency, a double peak alone therefore does not establish Autler–Townes splitting.

```lean
#print axioms LambdaSusceptibility.steady_state_iff
-- 'LambdaSusceptibility.steady_state_iff' depends on axioms: [propext, Classical.choice, Quot.sound]
#print axioms LambdaSusceptibility.absorption_profile
-- 'LambdaSusceptibility.absorption_profile' depends on axioms: [propext, Classical.choice, Quot.sound]
#print axioms LambdaSusceptibility.poles_imaginary_iff
-- 'LambdaSusceptibility.poles_imaginary_iff' depends on axioms: [propext, Classical.choice, Quot.sound]
```
